# The Kramers depopulation factor rises strictly from 0 to 1 as the energy loss grows from 0 to infinity

Take a constant $c$ with $0<c<1$ and average $\ln c$ over $l>0$ with the weight $1/(l^2+\tfrac14)$. The total weight is $\pi$, so

$$\exp\Big(\frac1\pi\int_0^\infty\frac{\ln c}{l^2+1/4}\,dl\Big)=c .$$

The depopulation factor puts $1-e^{-\delta(l^2+1/4)}$ in place of $c$. It is therefore a weighted geometric mean of numbers between $1-e^{-\delta/4}$ and 1, and its bounds follow from this.

Here $\delta$ is the mean energy lost to the bath in one oscillation at the barrier energy, in units of $kT$. In the classical theory of escape from a single well, the factor $A(\delta)$ reduces the rate when weak friction refills the states near the barrier top too slowly.

```lean
import Mathlib

open MeasureTheory Set Filter
open scoped Real Topology

namespace KramersDepopulation

noncomputable section
```

## The weight, the integrand and the factor

All quantities are real and dimensionless. The weight is $w(l)=1/(l^2+\tfrac14)$.

```lean
/-- The Lorentzian weight `1 / (l² + 1/4)`. -/
def lorentzian (l : ℝ) : ℝ := 1 / (l ^ 2 + 1 / 4)
```

The integrand is $f_\delta(l)=w(l)\ln\big(1-e^{-\delta(l^2+1/4)}\big)$.

```lean
/-- The integrand of the depopulation factor at reduced energy loss `δ`. -/
def lossIntegrand (δ l : ℝ) : ℝ :=
  Real.log (1 - Real.exp (-(δ * (l ^ 2 + 1 / 4)))) / (l ^ 2 + 1 / 4)
```

The factor is $A(\delta)=\exp\big(\frac1\pi\int_0^\infty f_\delta(l)\,dl\big)$, with a Lebesgue integral over `Ioi 0`, the open half-line. This formula is taken as the definition. It is not derived from a Langevin equation, and neither the dependence of $\delta$ on friction nor the turnover of the rate is treated.

```lean
/-- The depopulation factor `A(δ)` of Kramers turnover theory, as a function of the
reduced energy loss `δ`. -/
def depopulation (δ : ℝ) : ℝ :=
  Real.exp (1 / π * ∫ l in Ioi (0 : ℝ), lossIntegrand δ l)
```

## A logarithm that increases and a weight that integrates to π

If $0<x<y$, then $e^{-y}<e^{-x}<1$, so $0<1-e^{-x}<1-e^{-y}$. Taking logarithms preserves the order.

```lean
/-- The function `ln (1 - exp (-x))` is strictly increasing for `x > 0`. -/
theorem log_one_sub_exp_strictMonoOn :
    StrictMonoOn (fun x : ℝ => Real.log (1 - Real.exp (-x))) (Ioi 0) := by
  intro x hx y _ hxy
  have hx' : 0 < x := hx
  have h1 : Real.exp (-x) < 1 := Real.exp_lt_one_iff.2 (by linarith)
  have h2 : Real.exp (-y) < Real.exp (-x) := Real.exp_lt_exp.2 (by linarith)
  exact Real.log_lt_log (by linarith) (by linarith)
```

The weight has an elementary antiderivative:

$$\frac{d}{dl}\,2\arctan(2l)=\frac{4}{1+4l^2}=\frac1{l^2+1/4}.$$

```lean
/-- The Lorentzian weight is the derivative of `2 arctan (2 l)`. -/
theorem hasDerivAt_two_arctan (l : ℝ) :
    HasDerivAt (fun x : ℝ => 2 * Real.arctan (2 * x)) (lorentzian l) l := by
  have h1 : HasDerivAt (fun x : ℝ => 2 * x) 2 l :=
    ((hasDerivAt_id' l).const_mul (2 : ℝ)).congr_deriv (by norm_num)
  have e : (2 : ℝ) * (1 / (1 + (2 * l) ^ 2) * 2) = lorentzian l := by
    unfold lorentzian
    rw [show 1 + (2 * l) ^ 2 = 4 * (l ^ 2 + 1 / 4) by ring]
    generalize l ^ 2 + 1 / 4 = q
    ring
  exact (h1.arctan.const_mul (2 : ℝ)).congr_deriv e
```

The antiderivative is 0 at $l=0$ and tends to $2\cdot\frac{\pi}{2}=\pi$. Since the weight is nonnegative, this limit gives both its integrability and its integral.

```lean
/-- The Lorentzian weight is integrable on the half-line, with total weight `π`. -/
theorem lorentzian_integral :
    IntegrableOn lorentzian (Ioi 0) ∧ ∫ l in Ioi (0 : ℝ), lorentzian l = π := by
  have hlim : Tendsto (fun x : ℝ => 2 * Real.arctan (2 * x)) atTop (𝓝 π) := by
    have h := ((Real.tendsto_arctan_atTop.mono_right nhdsWithin_le_nhds).comp
      (tendsto_id.const_mul_atTop (two_pos : (0 : ℝ) < 2))).const_mul (2 : ℝ)
    rw [show 2 * (π / 2) = π by ring] at h
    exact h
  have hpos : ∀ x ∈ Ioi (0 : ℝ), 0 ≤ lorentzian x := fun x _ => by
    unfold lorentzian; positivity
  exact ⟨integrableOn_Ioi_deriv_of_nonneg' (fun x _ => hasDerivAt_two_arctan x) hpos hlim,
    (integral_Ioi_of_hasDerivAt_of_nonneg' (fun x _ => hasDerivAt_two_arctan x)
      hpos hlim).trans (by simp)⟩
```

Strict inequalities survive integration. If $f<g$ everywhere and both are integrable, then $g-f$ is positive on a set of positive measure, so its integral is positive.

```lean
/-- If one integrable function lies strictly below another at every point, its integral over
the half-line is strictly smaller. -/
theorem integral_lt_of_lt {f g : ℝ → ℝ} (hf : IntegrableOn f (Ioi 0))
    (hg : IntegrableOn g (Ioi 0)) (h : ∀ l, f l < g l) :
    ∫ l in Ioi (0 : ℝ), f l < ∫ l in Ioi (0 : ℝ), g l := by
  have hpos : 0 < ∫ l in Ioi (0 : ℝ), (g l - f l) := by
    refine (setIntegral_pos_iff_support_of_nonneg_ae
      (Eventually.of_forall fun l => (sub_pos.2 (h l)).le) (Integrable.sub hg hf)).2 ?_
    have hs : Function.support (fun l => g l - f l) = Set.univ :=
      Set.eq_univ_of_forall fun l => (sub_pos.2 (h l)).ne'
    rw [hs, Set.univ_inter, Real.volume_Ioi]
    simp
  rw [integral_sub hg hf] at hpos
  linarith
```

## Integrability and the lower bound

Let $\delta>0$. Since $l^2+\frac14\ge\frac14$, the increasing logarithm gives

$$w(l)\ln(1-e^{-\delta/4})\le f_\delta(l)<0 .$$

The upper inequality holds because the argument of the logarithm in $f_\delta$ lies strictly between 0 and 1.

```lean
/-- For `δ > 0` the integrand is negative and bounded below by `ln (1 - exp (-δ/4))` times
the Lorentzian weight. -/
theorem lossIntegrand_bounds {δ : ℝ} (hδ : 0 < δ) (l : ℝ) :
    Real.log (1 - Real.exp (-(δ / 4))) * lorentzian l ≤ lossIntegrand δ l ∧
      lossIntegrand δ l < 0 := by
  have hq : 0 < l ^ 2 + 1 / 4 := by positivity
  have hx : 0 < δ * (l ^ 2 + 1 / 4) := mul_pos hδ hq
  constructor
  · have h : Real.log (1 - Real.exp (-(δ / 4))) ≤
        Real.log (1 - Real.exp (-(δ * (l ^ 2 + 1 / 4)))) :=
      log_one_sub_exp_strictMonoOn.monotoneOn (show 0 < δ / 4 by positivity) hx
        (by nlinarith [mul_nonneg hδ.le (sq_nonneg l)])
    unfold lorentzian lossIntegrand
    rw [mul_one_div]
    exact div_le_div_of_nonneg_right h hq.le
  · have h1 : Real.exp (-(δ * (l ^ 2 + 1 / 4))) < 1 := Real.exp_lt_one_iff.2 (by linarith)
    have h2 := Real.exp_pos (-(δ * (l ^ 2 + 1 / 4)))
    exact div_neg_of_neg_of_pos (Real.log_neg (by linarith) (by linarith)) hq
```

Hence $|f_\delta|\le-\ln(1-e^{-\delta/4})\,w$. The right side is integrable and $f_\delta$ is measurable, so $f_\delta$ is integrable by domination.

```lean
/-- The integrand of the depopulation factor is integrable for every `δ > 0`. -/
theorem lossIntegrand_integrable {δ : ℝ} (hδ : 0 < δ) :
    IntegrableOn (lossIntegrand δ) (Ioi 0) := by
  have hm : Measurable (lossIntegrand δ) := by
    unfold lossIntegrand
    fun_prop
  refine Integrable.mono' (Integrable.const_mul lorentzian_integral.1
    (-Real.log (1 - Real.exp (-(δ / 4))))) hm.aestronglyMeasurable
    (Eventually.of_forall fun l => ?_)
  have hb := lossIntegrand_bounds hδ l
  rw [Real.norm_eq_abs, abs_of_neg hb.2]
  linarith [hb.1]
```

Integrating the lower inequality gives $\pi\ln(1-e^{-\delta/4})\le\int_0^\infty f_\delta\,dl$. Dividing by $\pi$ and exponentiating gives $1-e^{-\delta/4}\le A(\delta)$.

```lean
/-- For `δ > 0` the depopulation factor is at least `1 - exp (-δ/4)`. -/
theorem le_depopulation {δ : ℝ} (hδ : 0 < δ) :
    1 - Real.exp (-(δ / 4)) ≤ depopulation δ := by
  have hp : 0 < 1 - Real.exp (-(δ / 4)) := sub_pos.2 (Real.exp_lt_one_iff.2 (by linarith))
  have hI : Real.log (1 - Real.exp (-(δ / 4))) * π ≤
      ∫ l in Ioi (0 : ℝ), lossIntegrand δ l := by
    rw [← lorentzian_integral.2, ← integral_const_mul]
    exact setIntegral_mono (Integrable.const_mul lorentzian_integral.1 _)
      (lossIntegrand_integrable hδ) (fun l => (lossIntegrand_bounds hδ l).1)
  unfold depopulation
  rw [← Real.exp_log hp]
  refine Real.exp_le_exp.2 ?_
  rw [one_div_mul_eq_div, le_div_iff₀ Real.pi_pos]
  exact hI
```

## A square-root upper bound

On $0<l\le\frac12$ we have $l^2+\frac14\le\frac12$, and this interval carries weight $2\arctan 1=\pi/2$. The rest of the half-line contributes a negative amount, so

$$\int_0^\infty f_\delta\,dl\le\int_0^{1/2}f_\delta\,dl\le\frac\pi2\ln(1-e^{-\delta/2}),$$

and therefore $A(\delta)\le\sqrt{1-e^{-\delta/2}}$. This is enough to show that $A$ vanishes as $\delta\to0^+$, but it is not the true small-$\delta$ behaviour: the bound falls like $\sqrt{\delta/2}$, whereas $A(\delta)$ itself falls like $\delta$, which is not proved here. In the proof, `h1` drops the remainder, `h2` bounds the logarithm, and the last lines compare $A(\delta)^2$ with $1-e^{-\delta/2}$.

```lean
/-- For `δ > 0` the depopulation factor is at most the square root of `1 - exp (-δ/2)`. -/
theorem depopulation_le_sqrt {δ : ℝ} (hδ : 0 < δ) :
    depopulation δ ≤ Real.sqrt (1 - Real.exp (-(δ / 2))) := by
  have hp : 0 < 1 - Real.exp (-(δ / 2)) := sub_pos.2 (Real.exp_lt_one_iff.2 (by linarith))
  have hsub : Ioc (0 : ℝ) (1 / 2) ⊆ Ioi 0 := fun x hx => hx.1
  have hL := lorentzian_integral.1.mono_set hsub
  have hF := lossIntegrand_integrable hδ
  -- the interval (0, 1/2] carries half of the Lorentzian weight
  have hhalf : ∫ l in Ioc (0 : ℝ) (1 / 2), lorentzian l = π / 2 := by
    rw [← intervalIntegral.integral_of_le (by norm_num),
      intervalIntegral.integral_eq_sub_of_hasDerivAt (fun x _ => hasDerivAt_two_arctan x)
        ((intervalIntegrable_iff_integrableOn_Ioc_of_le (by norm_num)).2 hL)]
    rw [show (2 : ℝ) * (1 / 2) = 1 by norm_num, mul_zero, Real.arctan_one, Real.arctan_zero]
    ring
  -- the rest of the half-line only lowers the integral
  have h1 : ∫ l in Ioc (0 : ℝ) (1 / 2), -lossIntegrand δ l ≤
      ∫ l in Ioi (0 : ℝ), -lossIntegrand δ l :=
    setIntegral_mono_set (Integrable.neg hF)
      (Eventually.of_forall fun l => (neg_pos.2 (lossIntegrand_bounds hδ l).2).le)
      hsub.eventuallyLE
  have h2 : ∫ l in Ioc (0 : ℝ) (1 / 2), lossIntegrand δ l ≤
      ∫ l in Ioc (0 : ℝ) (1 / 2), Real.log (1 - Real.exp (-(δ / 2))) * lorentzian l := by
    refine setIntegral_mono_on (hF.mono_set hsub) (Integrable.const_mul hL _)
      measurableSet_Ioc (fun l hl => ?_)
    have hq : 0 < l ^ 2 + 1 / 4 := by positivity
    have hq' : l ^ 2 + 1 / 4 ≤ 1 / 2 := by nlinarith [hl.1, hl.2]
    have h : Real.log (1 - Real.exp (-(δ * (l ^ 2 + 1 / 4)))) ≤
        Real.log (1 - Real.exp (-(δ / 2))) :=
      log_one_sub_exp_strictMonoOn.monotoneOn (mul_pos hδ hq)
        (show 0 < δ / 2 by positivity) (by nlinarith)
    unfold lorentzian lossIntegrand
    rw [mul_one_div]
    exact div_le_div_of_nonneg_right h hq.le
  rw [integral_neg, integral_neg] at h1
  rw [integral_const_mul, hhalf] at h2
  have h3 : 1 / π * ∫ l in Ioi (0 : ℝ), lossIntegrand δ l ≤
      Real.log (1 - Real.exp (-(δ / 2))) / 2 := by
    rw [one_div_mul_eq_div, div_le_iff₀ Real.pi_pos]
    linarith
  refine (Real.le_sqrt' (Real.exp_pos _)).2 ?_
  rw [← Real.exp_log hp, sq, ← Real.exp_add]
  exact Real.exp_le_exp.2 (by linarith)
```

For a numerical instance, take $\delta=4\ln2\approx2.77$. Then $e^{-\delta/4}=\frac12$ and $e^{-\delta/2}=\frac14$, so $0.5\le A\le\sqrt3/2\approx0.866$.

## Monotonicity and the two limits

If $0<a<b$, then $a(l^2+\frac14)<b(l^2+\frac14)$ for every $l$, so $f_a<f_b$ pointwise. The strict integral comparison gives $A(a)<A(b)$. Comparing $f_\delta<0$ with the zero function in the same way gives $A(\delta)<1$. Finally, $1-e^{-\delta/4}\le A(\delta)<1$ forces $A(\delta)\to1$ as $\delta\to\infty$.

The theorem states four things: integrability for every $\delta>0$, strict increase on the positive axis (`StrictMonoOn depopulation (Ioi 0)`), the two bounds, and the limit along `atTop`.

```lean
/-- For positive energy loss the depopulation factor has an integrable integrand, is strictly
increasing, lies between `1 - exp (-δ/4)` and `1`, and tends to `1` for large loss. -/
theorem depopulation_main :
    (∀ δ > 0, IntegrableOn (lossIntegrand δ) (Ioi 0)) ∧
    StrictMonoOn depopulation (Ioi 0) ∧
    (∀ δ > 0, 1 - Real.exp (-(δ / 4)) ≤ depopulation δ ∧ depopulation δ < 1) ∧
    Tendsto depopulation atTop (𝓝 1) := by
  have hpi : 0 < 1 / π := one_div_pos.2 Real.pi_pos
  have hlt : ∀ δ > 0, depopulation δ < 1 := fun δ hδ => by
    have hI := lt_of_lt_of_eq (integral_lt_of_lt (g := fun _ => 0)
      (lossIntegrand_integrable hδ) integrableOn_zero
      (fun l => (lossIntegrand_bounds hδ l).2)) (by simp : _ = (0 : ℝ))
    exact Real.exp_lt_one_iff.2 (mul_neg_of_pos_of_neg hpi hI)
  refine ⟨fun δ hδ => lossIntegrand_integrable hδ, ?_,
    fun δ hδ => ⟨le_depopulation hδ, hlt δ hδ⟩, ?_⟩
  · intro a ha b hb hab
    refine Real.exp_lt_exp.2 (mul_lt_mul_of_pos_left (integral_lt_of_lt
      (lossIntegrand_integrable ha) (lossIntegrand_integrable hb) fun l => ?_) hpi)
    have hq : 0 < l ^ 2 + 1 / 4 := by positivity
    exact div_lt_div_of_pos_right (log_one_sub_exp_strictMonoOn (mul_pos ha hq)
      (mul_pos hb hq) (mul_lt_mul_of_pos_right hab hq)) hq
  · -- squeeze between the lower bound and 1
    have h1 : Tendsto (fun δ : ℝ => Real.exp (-(δ / 4))) atTop (𝓝 0) :=
      Real.tendsto_exp_neg_atTop_nhds_zero.comp
        (tendsto_id.atTop_div_const (by norm_num : (0 : ℝ) < 4))
    have h2 : Tendsto (fun δ : ℝ => 1 - Real.exp (-(δ / 4))) atTop (𝓝 (1 - 0)) :=
      tendsto_const_nhds.sub h1
    rw [sub_zero] at h2
    exact tendsto_of_tendsto_of_tendsto_of_le_of_le' h2 tendsto_const_nhds
      ((eventually_gt_atTop 0).mono fun δ hδ => le_depopulation hδ)
      ((eventually_gt_atTop 0).mono fun δ hδ => (hlt δ hδ).le)
```

At the other end, $0\le A(\delta)\le\sqrt{1-e^{-\delta/2}}\to0$ as $\delta\to0^+$. The filter `𝓝[>] 0` approaches zero through positive values only. This matters because Lean sets $\ln 0=0$, which makes `depopulation 0` equal to 1.

```lean
/-- The depopulation factor tends to zero as the energy loss tends to zero from above. -/
theorem depopulation_tendsto_zero : Tendsto depopulation (𝓝[>] 0) (𝓝 0) := by
  have hc : Continuous (fun δ : ℝ => Real.sqrt (1 - Real.exp (-(δ / 2)))) := by fun_prop
  have h := hc.tendsto 0
  simp only [zero_div, neg_zero, Real.exp_zero, sub_self, Real.sqrt_zero] at h
  exact tendsto_of_tendsto_of_tendsto_of_le_of_le' tendsto_const_nhds
    (h.mono_left nhdsWithin_le_nhds)
    (Eventually.of_forall fun δ => (Real.exp_pos _).le)
    (eventually_mem_nhdsWithin.mono fun δ hδ => depopulation_le_sqrt hδ)

end

end KramersDepopulation
```

```lean
#print axioms KramersDepopulation.depopulation_main
#print axioms KramersDepopulation.depopulation_tendsto_zero
```

```
'KramersDepopulation.depopulation_main' depends on axioms: [propext, Classical.choice, Quot.sound]
'KramersDepopulation.depopulation_tendsto_zero' depends on axioms: [propext, Classical.choice, Quot.sound]
```
